# Applying a local potential on an FFT grid: a cyclic convolution, exact within the orbital cutoff on a large enough grid

To apply a local potential to an orbital, a plane-wave electronic-structure code can transform both to a real-space grid, multiply them point by point and transform back. Let the orbital and the potential both have a finite box cutoff in their plane-wave coefficients, and let the grid have the same number of points in each direction. The theorems below then give a grid size that makes the coefficients obtained this way exact inside the orbital cutoff.

## Grid, phases and transforms

Let $K$ be a field, $d$ the dimension and $N\ge 1$ the number of grid points per direction. The element $w\in K$ will be a primitive $N$-th root of unity, the hypothesis `hw`. For $K=\mathbb C$ one may take $w=e^{2\pi i/N}$, the phase that the plane wave with wave vector $(1,0,\dots,0)$ gains per grid step along the first direction.

```lean
import Mathlib

open scoped Matrix

namespace PlaneWaveFFT

noncomputable section

variable {K : Type*} [Field K] {d N : ℕ} [NeZero N] {w : K}
```

Grid points $x$ and wave vectors $G$ both lie in $(\mathbb Z/N)^d$, the type `Fin d → ZMod N`, so both are periodic. The phase $w^a$ uses the representative of $a$ between $0$ and $N-1$.

```lean
/-- The phase factor `w ^ a` for an exponent `a` taken modulo `N`. -/
def phase (w : K) (a : ZMod N) : K := w ^ a.val
```

Synthesis takes coefficients to grid values, $(Sc)(x)=\sum_G c(G)\,w^{G\cdot x}$.

```lean
/-- Synthesis: the values on the real-space grid of the plane-wave sum with coefficients `c`. -/
def synthesize (w : K) (c : (Fin d → ZMod N) → K) (x : Fin d → ZMod N) : K :=
  ∑ G, c G * phase w (G ⬝ᵥ x)
```

Analysis carries the normalisation, $(Ff)(G)=N^{-d}\sum_x f(x)\,w^{-G\cdot x}$. Both are defined as plain sums in exact arithmetic; the fast algorithm and its rounding errors are not modelled.

```lean
/-- Analysis: the plane-wave coefficients of a function `f` given on the real-space grid. -/
def analyze (w : K) (f : (Fin d → ZMod N) → K) (G : Fin d → ZMod N) : K :=
  ((N : K) ^ d)⁻¹ * ∑ x, f x * phase w (-(G ⬝ᵥ x))
```

## Orthogonality and inversion

Since $w^N=1$, reducing an exponent modulo $N$ changes nothing, and $w^{a+b}=w^a w^b$ holds on $\mathbb Z/N$.

```lean
/-- Phase factors multiply when their exponents are added. -/
theorem phase_add (hw : IsPrimitiveRoot w N) (a b : ZMod N) :
    phase w (a + b) = phase w a * phase w b := by
  simp only [phase]
  rw [ZMod.val_add, ← pow_eq_pow_mod _ hw.pow_eq_one, pow_add]
```

Let $T=\sum_x w^{G\cdot x}$. If $G=0$, then $T=N^d$. Otherwise some $G_i\neq0$, and shifting $x$ by one step along direction $i$ only reorders the sum, so $T=w^{G_i}T$. Primitivity gives $w^{G_i}\neq1$, hence $T=0$. In the proof, `Equiv.sum_comp` performs the shift and `hne` is the statement about the phase.

```lean
/-- Orthogonality of plane waves: the sum of a plane wave over the grid is the number of
grid points if its wave vector is zero, and vanishes otherwise. -/
theorem sum_phase (hw : IsPrimitiveRoot w N) (G : Fin d → ZMod N) :
    ∑ x : Fin d → ZMod N, phase w (G ⬝ᵥ x) = if G = 0 then (N : K) ^ d else 0 := by
  split_ifs with h
  · subst h
    simp [phase]
  · obtain ⟨i, hi⟩ := Function.ne_iff.mp h
    -- a shift by one grid step multiplies the sum by a phase different from one
    obtain ⟨e, he⟩ : ∃ e : Fin d → ZMod N, G ⬝ᵥ e = G i :=
      ⟨Pi.single i 1, by rw [dotProduct_single, mul_one]⟩
    have hshift := Equiv.sum_comp (Equiv.addRight e) (fun x => phase w (G ⬝ᵥ x))
    simp only [Equiv.coe_addRight, dotProduct_add, he, phase_add hw] at hshift
    rw [← Finset.sum_mul] at hshift
    have hne : phase w (G i) - 1 ≠ 0 := by
      intro h1
      have h2 : w ^ (G i).val = 1 := sub_eq_zero.mp h1
      have h3 := Nat.eq_zero_of_dvd_of_lt ((hw.pow_eq_one_iff_dvd _).1 h2) (ZMod.val_lt (G i))
      exact hi ((ZMod.val_eq_zero (G i)).1 h3)
    have hz : (phase w (G i) - 1) * ∑ x : Fin d → ZMod N, phase w (G ⬝ᵥ x) = 0 := by
      linear_combination hshift
    exact (mul_eq_zero.mp hz).resolve_left hne
```

Dividing by $N^d$ requires $N\neq0$ in $K$, which the existence of a primitive $N$-th root guarantees.

```lean
/-- The number of grid points is nonzero in the field. -/
theorem gridSize_ne_zero (hw : IsPrimitiveRoot w N) (d : ℕ) : (N : K) ^ d ≠ 0 := by
  have := hw.neZero'
  exact pow_ne_zero _ (NeZero.ne _)
```

Exchanging sums and using orthogonality,
$$\sum_x (Sc)(x)\,w^{-G\cdot x}=\sum_{G'}c(G')\sum_x w^{(G'-G)\cdot x}=N^d c(G),$$
so $FSc=c$.

```lean
/-- Analysis after synthesis returns the plane-wave coefficients. -/
theorem analyze_synthesize (hw : IsPrimitiveRoot w N) (c : (Fin d → ZMod N) → K) :
    analyze w (synthesize w c) = c := by
  funext G
  have h : ∑ x, synthesize w c x * phase w (-(G ⬝ᵥ x)) = (N : K) ^ d * c G := by
    calc _ = ∑ G', c G' * ∑ x, phase w ((G' - G) ⬝ᵥ x) := by
          simp only [synthesize, Finset.sum_mul, Finset.mul_sum]
          rw [Finset.sum_comm]
          refine Finset.sum_congr rfl fun G' _ => Finset.sum_congr rfl fun x _ => ?_
          rw [sub_dotProduct, sub_eq_add_neg, phase_add hw, mul_assoc]
      _ = _ := by
          simp only [sum_phase hw, sub_eq_zero, mul_ite, mul_zero, Finset.sum_ite_eq',
            Finset.mem_univ, if_true]
          ring
  simp only [analyze, h]
  rw [inv_mul_cancel_left₀ (gridSize_ne_zero hw d)]
```

In the other order,
$$(SFf)(x)=N^{-d}\sum_y f(y)\sum_G w^{(x-y)\cdot G}=f(x).$$

```lean
/-- Synthesis after analysis returns the function on the real-space grid. -/
theorem synthesize_analyze (hw : IsPrimitiveRoot w N) (f : (Fin d → ZMod N) → K) :
    synthesize w (analyze w f) = f := by
  funext x
  calc _ = ∑ y, ((N : K) ^ d)⁻¹ * (f y * ∑ G, phase w ((x - y) ⬝ᵥ G)) := by
        simp only [synthesize, analyze, Finset.sum_mul, Finset.mul_sum]
        rw [Finset.sum_comm]
        refine Finset.sum_congr rfl fun y _ => Finset.sum_congr rfl fun G _ => ?_
        rw [sub_dotProduct, sub_eq_add_neg, phase_add hw, dotProduct_comm x G,
          dotProduct_comm y G]
        ring
    _ = _ := by
        simp only [sum_phase hw, sub_eq_zero, mul_ite, mul_zero, Finset.sum_ite_eq,
          Finset.mem_univ, if_true]
        rw [mul_comm (f x), inv_mul_cancel_left₀ (gridSize_ne_zero hw d)]
```

## The product as a cyclic convolution

With $G=Q+G'$,
$$(SV)(x)(Sc)(x)=\sum_{Q,G'}V(Q)c(G')\,w^{(Q+G')\cdot x}=\sum_G\Big[\sum_{G'}V(G-G')c(G')\Big]w^{G\cdot x}.$$
The right side is a synthesis, so applying $F$ returns the bracket. The differences $G-G'$ are taken modulo $N$.

```lean
/-- Multiplying by the potential point by point on the real-space grid and transforming back
gives the cyclic convolution of the plane-wave coefficients. -/
theorem fft_apply_potential (hw : IsPrimitiveRoot w N) (V c : (Fin d → ZMod N) → K)
    (G : Fin d → ZMod N) :
    analyze w (fun x => synthesize w V x * synthesize w c x) G
      = ∑ G', V (G - G') * c G' := by
  have h : (fun x => synthesize w V x * synthesize w c x)
      = synthesize w (fun G => ∑ G', V (G - G') * c G') := by
    funext x
    simp only [synthesize, Finset.sum_mul]
    rw [Finset.sum_comm]
    simp only [Finset.mul_sum]
    refine Finset.sum_comm.trans ?_
    refine Finset.sum_congr rfl fun G' _ => ?_
    -- shift the summation index by `G'`
    refine Eq.trans ?_ (Equiv.sum_comp (Equiv.addRight G')
      (fun G => V (G - G') * c G' * phase w (G ⬝ᵥ x)))
    refine Finset.sum_congr rfl fun Q _ => ?_
    simp only [Equiv.coe_addRight, add_sub_cancel_right, add_dotProduct, phase_add hw]
    ring
  rw [h, analyze_synthesize hw]
```

## Integer reciprocal vectors and aliasing

Before reduction modulo $N$, the plane waves are labelled by integer vectors, the coordinates in the reciprocal-lattice basis. A cutoff $m$ keeps those with every component between $-m$ and $m$: a box, not the usual kinetic-energy sphere.

```lean
/-- The integer reciprocal vectors with all components between `-m` and `m`. -/
def box (d m : ℕ) : Finset (Fin d → ℤ) :=
  Fintype.piFinset fun _ => Finset.Icc (-(m : ℤ)) m
```

Their grid indices are their residues modulo $N$.

```lean
/-- The FFT grid index of an integer reciprocal vector. -/
def wrap (N : ℕ) (G : Fin d → ℤ) : Fin d → ZMod N := fun i => (G i : ZMod N)
```

Loading coefficients $f$ from a finite set $s$ adds those that share an index: $\tilde f(g)=\sum_{G\in s,\;G\equiv g}f(G)$.

```lean
/-- Loads the coefficients `f` on the set `s` onto the FFT grid, adding those that share
a grid index. -/
def load (s : Finset (Fin d → ℤ)) (f : (Fin d → ℤ) → K) (g : Fin d → ZMod N) : K :=
  ∑ G ∈ s, if wrap N G = g then f G else 0
```

A single plane wave has one coefficient equal to 1.

```lean
/-- The coefficients of a single plane wave with wave vector `Q`. -/
def planeWave (Q G : Fin d → ℤ) : K := if G = Q then 1 else 0
```

Let $V$ be loaded from $s$ and $c$ from $t$. Inserting the definition of $\tilde c$ into the cyclic convolution gives
$$\sum_g\tilde V(G-g)\,\tilde c(g)=\sum_{G'\in t}\tilde V(G-G')\,c(G').$$
The step `key` collapses the sum over $g$. Any aliasing error now sits in $\tilde V$.

```lean
/-- Aliasing formula: the FFT product is a convolution in which the potential coefficient at `G -
G'` is replaced by the sum of those from `s` that share its grid index. -/
theorem fft_aliasing (hw : IsPrimitiveRoot w N) (s t : Finset (Fin d → ℤ))
    (V c : (Fin d → ℤ) → K) (G : Fin d → ℤ) :
    analyze w (fun x => synthesize w (load s V) x * synthesize w (load t c) x) (wrap N G)
      = ∑ G' ∈ t, load s V (wrap N (G - G')) * c G' := by
  have key : ∀ A : (Fin d → ZMod N) → K,
      ∑ g, A g * load t c g = ∑ G' ∈ t, A (wrap N G') * c G' := by
    intro A
    simp only [load, Finset.mul_sum]
    rw [Finset.sum_comm]
    refine Finset.sum_congr rfl fun G' _ => ?_
    simp [mul_ite]
  have hsub : ∀ G' : Fin d → ℤ, wrap N (G - G') = wrap N G - wrap N G' := by
    intro G'
    funext i
    simp [wrap]
  rw [fft_apply_potential hw]
  refine (key (fun g => load s V (wrap N G - g))).trans ?_
  simp only [hsub]
```

## The grid size that removes the error

Let the orbital have cutoff $m$ and the potential cutoff $M$, with $V=0$ outside its box (`hV`), and let $2m+M<N$. Take $G,G'$ in the orbital box and $Q$ in the potential box with $Q\equiv G-G'$. Each component obeys
$$|Q_i-(G_i-G'_i)|\le 2m+M<N,$$
and a multiple of $N$ this small is zero. Thus $Q=G-G'$ and $\tilde V(G-G')=V(G-G')$; if $G-G'$ lies outside the potential box, both sides vanish. In Lean the multiple is $k$, and the two `nlinarith` calls confine it to $-1<k<1$.

The conclusion concerns only output vectors $G$ inside the orbital cutoff.

```lean
/-- For an orbital with cutoff `m` and a potential with cutoff `M`, an FFT grid with
`2 m + M < N` gives the exact product coefficients inside the orbital cutoff. -/
theorem fft_exact {m M : ℕ} (hw : IsPrimitiveRoot w N) (hN : 2 * m + M < N)
    (V c : (Fin d → ℤ) → K) (hV : ∀ G, G ∉ box d M → V G = 0)
    (G : Fin d → ℤ) (hG : G ∈ box d m) :
    analyze w (fun x => synthesize w (load (box d M) V) x * synthesize w (load (box d m) c) x)
      (wrap N G) = ∑ G' ∈ box d m, V (G - G') * c G' := by
  rw [fft_aliasing hw]
  refine Finset.sum_congr rfl fun G' hG' => ?_
  congr 1
  simp only [load]
  rw [Finset.sum_eq_single (G - G')]
  · simp
  · intro Q hQ hne
    refine if_neg fun h => hne ?_
    simp only [box, Fintype.mem_piFinset, Finset.mem_Icc] at hG hG' hQ
    funext i
    -- congruent components that differ by less than `N` are equal
    have hi : ((Q i : ℤ) : ZMod N) = ((G i - G' i : ℤ) : ZMod N) := congrFun h i
    obtain ⟨k, hk⟩ := (ZMod.intCast_eq_intCast_iff_dvd_sub _ _ _).1 hi
    have h1 := hG i
    have h2 := hG' i
    have h3 := hQ i
    have hN' : 2 * (m : ℤ) + M < N := by exact_mod_cast hN
    have hk1 : k < 1 := by
      by_contra hc
      nlinarith
    have hk2 : -1 < k := by
      by_contra hc
      nlinarith
    have hk0 : k = 0 := by omega
    rw [hk0, mul_zero] at hk
    simp only [Pi.sub_apply]
    omega
  · intro hD
    rw [if_pos rfl]
    exact hV _ hD
```

At $2m+M=N$ with $d>0$, exactness fails for some inputs. Put the potential's only coefficient at $(-M,\dots,-M)$, the orbital's at $(-m,\dots,-m)$, and read the result at $G=(m,\dots,m)$. The exact coefficient is $V(2m,\dots,2m)=0$, because $2m\neq-M$. But $2m-(-M)=N$, so the two vectors share a grid index and the FFT product gives 1. Over $\mathbb C$ and for $M>0$, this one-component potential is not real-valued. Adding a second coefficient 1 at $(M,\dots,M)$ makes it real-valued, and exactness still fails at the same $G$.

```lean
/-- The grid condition is sharp for `d > 0`: at `2 m + M = N`, for single plane waves at corners of
the two cutoff boxes, the FFT product gives 1 at the opposite corner where the exact coefficient is
0. -/
theorem fft_aliased_at_bound {m M : ℕ} (hw : IsPrimitiveRoot w N) (hd : 0 < d)
    (hN : 2 * m + M = N) :
    analyze w (fun x =>
        synthesize w (load (box d M) (planeWave fun _ => -(M : ℤ))) x *
        synthesize w (load (box d m) (planeWave fun _ => -(m : ℤ))) x)
      (wrap N fun _ => (m : ℤ)) = 1 ∧
    ∑ G' ∈ box d m, (planeWave (fun _ => -(M : ℤ)) ((fun _ => (m : ℤ)) - G') : K) *
      planeWave (fun _ => -(m : ℤ)) G' = 0 := by
  have corner : ∀ n : ℕ, (fun _ => -(n : ℤ)) ∈ box d n := by
    intro n
    simp only [box, Fintype.mem_piFinset, Finset.mem_Icc]
    intro _
    omega
  have pick : ∀ A : (Fin d → ℤ) → K,
      ∑ G' ∈ box d m, A G' * planeWave (fun _ => -(m : ℤ)) G' = A (fun _ => -(m : ℤ)) := by
    intro A
    simp [planeWave, corner m]
  constructor
  · rw [fft_aliasing hw]
    refine (pick (fun G' => load (box d M) (planeWave fun _ => -(M : ℤ))
      (wrap N ((fun _ => (m : ℤ)) - G')))).trans ?_
    simp only [load]
    rw [Finset.sum_eq_single (fun _ => -(M : ℤ))]
    · -- the vectors `-M` and `2 m` share a grid index
      have hwrap : wrap N (fun _ : Fin d => -(M : ℤ))
          = wrap N ((fun _ : Fin d => (m : ℤ)) - fun _ => -(m : ℤ)) := by
        funext i
        have h2 : (N : ℤ) ∣ ((m : ℤ) - -(m : ℤ)) - -(M : ℤ) := ⟨1, by omega⟩
        exact (ZMod.intCast_eq_intCast_iff_dvd_sub _ _ _).2 h2
      rw [if_pos hwrap]
      simp [planeWave]
    · intro Q _ hne
      simp [planeWave, hne]
    · intro h
      exact absurd (corner M) h
  · refine (pick (fun G' => planeWave (fun _ => -(M : ℤ)) ((fun _ => (m : ℤ)) - G'))).trans ?_
    refine if_neg fun h => ?_
    have h0 : (m : ℤ) - -(m : ℤ) = -(M : ℤ) := congrFun h ⟨0, hd⟩
    have hpos : 0 < N := NeZero.pos N
    omega

end

end PlaneWaveFFT
```

```lean
#print axioms PlaneWaveFFT.synthesize_analyze
#print axioms PlaneWaveFFT.fft_exact
#print axioms PlaneWaveFFT.fft_aliased_at_bound
```

```
'PlaneWaveFFT.synthesize_analyze' depends on axioms: [propext, Classical.choice, Quot.sound]
'PlaneWaveFFT.fft_exact' depends on axioms: [propext, Classical.choice, Quot.sound]
'PlaneWaveFFT.fft_aliased_at_bound' depends on axioms: [propext, Classical.choice, Quot.sound]
```
